# The squared area of a triangle is not a sum of one-variable functions of its side lengths

## Four energies before a fit

Before pair potentials are fitted to reference energies of three atoms, four single-point energies can show that no exact fit exists. Hold two atoms fixed and place the third at four positions that combine two distances to one fixed atom with two distances to the other. For any sum of pair potentials, two of the energies add up to the same value as the other two. If the reference energies of three isolated atoms (no external field, no periodic images) violate this equality by more than the numerical errors of all four added together, an exact description needs a three-body term.

The squared area of the triangle violates it, although it is smooth and invariant under rigid motions and reflections. For simulation practice this means that smoothness and invariance alone do not justify leaving out three-body terms; the example is a polynomial model energy for three atoms in a plane, not a realistic interaction.

## The model energy and its invariance

Let $x,y,z\in\mathbb R^2$ be the atomic positions, with coordinates numbered 0 and 1 as in the code. The squared area is

$$S(x,y,z)=\left(\frac{(y_0-x_0)(z_1-x_1)-(y_1-x_1)(z_0-x_0)}{2}\right)^2 .$$

As an energy it would carry a coefficient with units of energy per length to the fourth power, which sets the strength of the three-body term and is taken as 1 here. $S$ is a polynomial in the coordinates, hence smooth.

Write $P=\|x-y\|^2$, $Q=\|y-z\|^2$, $R=\|z-x\|^2$, and let $a=y-x$, $b=z-x$. The squared cross product of $a$ and $b$ is $|a|^2|b|^2-(a\cdot b)^2$, and $a\cdot b=(P+R-Q)/2$. Therefore

$$16S=4PR-(P+R-Q)^2=2(PQ+QR+RP)-(P^2+Q^2+R^2).$$

This is Heron's formula. Only distances appear on the right, so $S$ does not change under any distance-preserving map.

## Four triangles that exclude a pair sum

Let $f,g,h$ be arbitrary real functions and put

$$E(x,y,z)=f(\|x-y\|)+g(\|y-z\|)+h(\|z-x\|).$$

For a length $t>0$, fix $x=(-4t,0)$ and $z=(4t,0)$, and move the middle atom:

| Middle atom | Squared distance to $x$ | Squared distance to $z$ | $S$ |
|---|---|---|---|
| $p=(0,7t)$ | $65t^2$ | $65t^2$ | $784t^4$ |
| $q=(0,t)$ | $17t^2$ | $17t^2$ | $16t^4$ |
| $r=(3t,4t)$ | $65t^2$ | $17t^2$ | $256t^4$ |
| $s=(-3t,4t)$ | $17t^2$ | $65t^2$ | $256t^4$ |

The last column follows from the base $8t$: at height $v$ the area is $4tv$.

Write $E(p)$ for $E(x,p,z)$, and likewise for the other positions and for $S$. In $E(p)+E(q)$ and in $E(r)+E(s)$, $f$ is evaluated once at $\sqrt{65}\,t$ and once at $\sqrt{17}\,t$. The same holds for $g$, and $h(8t)$ occurs twice in each sum. Hence

$$E(p)+E(q)=E(r)+E(s),$$

whereas

$$S(p)+S(q)-S(r)-S(s)=(784+16-256-256)t^4=288t^4 .$$

So $S=E$ fails for at least one of the four triangles. If the error $|S-E|$ were at most $M$ on all four, then $288t^4\le 4M$. Choosing $t\ge1$ and $t>M$ gives $4M<4t\le4t^4$, a contradiction. The error of any pair sum is therefore unbounded over the triangles of the plane.

## A neighbouring case: stretch–stretch coupling

The same four positions apply to the cross term $k(\|x-y\|-d)(\|y-z\|-d')$ of a valence force field, with coupling constant $k\neq0$ and reference lengths $d,d'$. The difference of the two sums is $k(\sqrt{65}-\sqrt{17})^2t^2\neq0$, so this term is not a pair sum either. This case is a computation by hand and does not appear in the code.

## The Lean file

```lean
import Mathlib

open scoped ContDiff

namespace TriangleAreaNotPairwise

noncomputable section

/-- The plane in which the three atoms move. -/
abbrev Plane := EuclideanSpace ℝ (Fin 2)

/-- The squared area of the triangle with corners `x`, `y`, `z`: the square of half the
cross product of two edge vectors. -/
def sqArea (x y z : Plane) : ℝ :=
  (((y 0 - x 0) * (z 1 - x 1) - (y 1 - x 1) * (z 0 - x 0)) / 2) ^ 2

/-- A pairwise additive energy of three atoms, with a separate pair potential for each of
the three distances. -/
def pairEnergy (f g h : ℝ → ℝ) (x y z : Plane) : ℝ :=
  f ‖x - y‖ + g ‖y - z‖ + h ‖z - x‖

/-- The squared distance of two atoms in Cartesian coordinates. -/
theorem norm_sub_sq_coord (x y : Plane) :
    ‖x - y‖ ^ 2 = (x 0 - y 0) ^ 2 + (x 1 - y 1) ^ 2 := by
  rw [EuclideanSpace.norm_sq_eq, Fin.sum_univ_two]
  simp [Real.norm_eq_abs, sq_abs]

/-- Heron's formula: the squared area as a polynomial in the three squared distances. -/
theorem heron (x y z : Plane) :
    16 * sqArea x y z =
      2 * (‖x - y‖ ^ 2 * ‖y - z‖ ^ 2 + ‖y - z‖ ^ 2 * ‖z - x‖ ^ 2
        + ‖z - x‖ ^ 2 * ‖x - y‖ ^ 2)
      - ((‖x - y‖ ^ 2) ^ 2 + (‖y - z‖ ^ 2) ^ 2 + (‖z - x‖ ^ 2) ^ 2) := by
  simp only [norm_sub_sq_coord, sqArea]
  ring

/-- The squared area is unchanged when a distance-preserving map of the plane is applied to
all three atoms. -/
theorem sqArea_isometry {φ : Plane → Plane} (hφ : Isometry φ) (x y z : Plane) :
    sqArea (φ x) (φ y) (φ z) = sqArea x y z := by
  have hn : ∀ a b : Plane, ‖φ a - φ b‖ = ‖a - b‖ := by
    intro a b
    rw [← dist_eq_norm, ← dist_eq_norm, hφ.dist_eq]
  -- by Heron's formula only the distances matter
  have h1 := heron (φ x) (φ y) (φ z)
  rw [hn, hn, hn] at h1
  linarith [heron x y z]

/-- The squared area is a smooth function of the three atomic positions. -/
theorem sqArea_smooth :
    ContDiff ℝ ∞ (fun p : Plane × Plane × Plane => sqArea p.1 p.2.1 p.2.2) := by
  have hc : ∀ i : Fin 2, ContDiff ℝ ∞ (fun v : Plane => v i) := fun i =>
    (EuclideanSpace.proj i : Plane →L[ℝ] ℝ).contDiff
  have hx : ∀ i : Fin 2, ContDiff ℝ ∞ (fun p : Plane × Plane × Plane => p.1 i) :=
    fun i => (hc i).comp contDiff_fst
  have hy : ∀ i : Fin 2, ContDiff ℝ ∞ (fun p : Plane × Plane × Plane => p.2.1 i) :=
    fun i => (hc i).comp (contDiff_fst.comp contDiff_snd)
  have hz : ∀ i : Fin 2, ContDiff ℝ ∞ (fun p : Plane × Plane × Plane => p.2.2 i) :=
    fun i => (hc i).comp (contDiff_snd.comp contDiff_snd)
  exact (((((hy 0).sub (hx 0)).mul ((hz 1).sub (hx 1))).sub
    (((hy 1).sub (hx 1)).mul ((hz 0).sub (hx 0)))).div_const 2).pow 2

/-- Four-triangle test: atoms `x` and `z` stay fixed while the middle atom visits four positions. If
`r` is as far from `x` as `p` is and as far from `z` as `q` is, while `s` is as far from `x` as `q`
is and as far from `z` as `p` is, then every pairwise additive energy has equal sums over `p`, `q`
and over `r`, `s`. -/
theorem four_triangle_test (f g h : ℝ → ℝ) {x z p q r s : Plane}
    (hpr : ‖x - p‖ = ‖x - r‖) (hps : ‖p - z‖ = ‖s - z‖)
    (hqs : ‖x - q‖ = ‖x - s‖) (hqr : ‖q - z‖ = ‖r - z‖) :
    pairEnergy f g h x p z + pairEnergy f g h x q z =
      pairEnergy f g h x r z + pairEnergy f g h x s z := by
  unfold pairEnergy
  rw [hpr, hps, hqs, hqr]
  ring

/-- For every choice of pair potentials and every bound `M` there is a non-degenerate triangle,
which may depend on `M`, whose squared area differs from the sum of the pair potentials by more than
`M`. -/
theorem pairEnergy_error_unbounded (f g h : ℝ → ℝ) (M : ℝ) :
    ∃ x y z : Plane, sqArea x y z ≠ 0 ∧
      M < |sqArea x y z - pairEnergy f g h x y z| := by
  by_contra hcon
  -- the length scale of the four test triangles
  obtain ⟨t, ht1, htM⟩ : ∃ t : ℝ, 1 ≤ t ∧ M < t :=
    ⟨1 + |M|, by linarith [abs_nonneg M], by linarith [le_abs_self M]⟩
  have ht : 0 < t := by linarith
  have ht4 : t ≤ t ^ 4 := le_self_pow₀ ht1 (by norm_num)
  have hd : ∀ a b c d a' b' c' d' : ℝ,
      (a - c) ^ 2 + (b - d) ^ 2 = (a' - c') ^ 2 + (b' - d') ^ 2 →
      ‖(!₂[a, b] : Plane) - !₂[c, d]‖ = ‖(!₂[a', b'] : Plane) - !₂[c', d']‖ := by
    intro a b c d a' b' c' d' hsq
    refine (sq_eq_sq₀ (norm_nonneg _) (norm_nonneg _)).1 ?_
    rw [norm_sub_sq_coord, norm_sub_sq_coord]
    exact hsq
  have ha : ∀ u v : ℝ,
      sqArea !₂[-4 * t, 0] !₂[u, v] !₂[4 * t, 0] = (4 * t * v) ^ 2 := by
    intro u v
    change (((u - -4 * t) * (0 - 0) - (v - 0) * (4 * t - -4 * t)) / 2) ^ 2 = _
    ring
  have hb : ∀ u v : ℝ, 0 < v →
      |(4 * t * v) ^ 2 - pairEnergy f g h !₂[-4 * t, 0] !₂[u, v] !₂[4 * t, 0]| ≤ M := by
    intro u v hv
    by_contra hlt
    refine hcon ⟨!₂[-4 * t, 0], !₂[u, v], !₂[4 * t, 0], ?_, ?_⟩
    · rw [ha]
      positivity
    · rw [ha]
      exact not_le.1 hlt
  -- squared distances 65 t² and 17 t² occur in all four combinations
  have key := four_triangle_test f g h
    (x := !₂[-4 * t, 0]) (z := !₂[4 * t, 0]) (p := !₂[0, 7 * t]) (q := !₂[0, t])
    (r := !₂[3 * t, 4 * t]) (s := !₂[-3 * t, 4 * t])
    (hd _ _ _ _ _ _ _ _ (by ring)) (hd _ _ _ _ _ _ _ _ (by ring))
    (hd _ _ _ _ _ _ _ _ (by ring)) (hd _ _ _ _ _ _ _ _ (by ring))
  have h1 := (abs_le.1 (hb 0 (7 * t) (by positivity))).2
  have h2 := (abs_le.1 (hb 0 t ht)).2
  have h3 := (abs_le.1 (hb (3 * t) (4 * t) (by positivity))).1
  have h4 := (abs_le.1 (hb (-3 * t) (4 * t) (by positivity))).1
  -- the squared areas violate the test by 288 t⁴
  have h5 : (4 * t * (7 * t)) ^ 2 + (4 * t * t) ^ 2
      - (4 * t * (4 * t)) ^ 2 - (4 * t * (4 * t)) ^ 2 = 288 * t ^ 4 := by ring
  linarith

/-- No three functions of the side lengths add up to the squared area of every
non-degenerate triangle in the plane. -/
theorem sqArea_not_pairwise :
    ¬ ∃ f g h : ℝ → ℝ, ∀ x y z : Plane, sqArea x y z ≠ 0 →
      sqArea x y z = f ‖x - y‖ + g ‖y - z‖ + h ‖z - x‖ := by
  rintro ⟨f, g, h, hfgh⟩
  obtain ⟨x, y, z, hne, hlt⟩ := pairEnergy_error_unbounded f g h 0
  have he : sqArea x y z = pairEnergy f g h x y z := hfgh x y z hne
  rw [he, sub_self, abs_zero] at hlt
  exact lt_irrefl _ hlt

/-- There is a three-body energy in the plane that is smooth and invariant under all
distance-preserving maps, yet is not a sum of pair potentials. -/
theorem exists_smooth_invariant_not_pairwise :
    ∃ V : Plane → Plane → Plane → ℝ,
      ContDiff ℝ ∞ (fun p : Plane × Plane × Plane => V p.1 p.2.1 p.2.2) ∧
      (∀ φ : Plane → Plane, Isometry φ → ∀ x y z, V (φ x) (φ y) (φ z) = V x y z) ∧
      ¬ ∃ f g h : ℝ → ℝ, ∀ x y z, V x y z = pairEnergy f g h x y z :=
  ⟨sqArea, sqArea_smooth, fun _ hφ => sqArea_isometry hφ,
    fun ⟨f, g, h, hV⟩ => sqArea_not_pairwise ⟨f, g, h, fun x y z _ => hV x y z⟩⟩

end

end TriangleAreaNotPairwise
```

```lean
#print axioms TriangleAreaNotPairwise.sqArea_not_pairwise
#print axioms TriangleAreaNotPairwise.exists_smooth_invariant_not_pairwise
```

```
'TriangleAreaNotPairwise.sqArea_not_pairwise' depends on axioms: [propext, Classical.choice, Quot.sound]
'TriangleAreaNotPairwise.exists_smooth_invariant_not_pairwise' depends on axioms: [propext, Classical.choice, Quot.sound]
```

## What the theorems say

`Plane` is the Euclidean plane, `sqArea` is $S$, and `pairEnergy f g h` is $E$. The three functions may differ, so unlike atoms are included, and they need not be continuous. They have type `ℝ → ℝ`, but only their values at nonnegative arguments enter, so functions given on $[0,\infty)$ are covered.

`pairEnergy_error_unbounded` says that for all `f`, `g`, `h` and every bound `M` there is a triangle of nonzero area whose error exceeds `M`. `sqArea_not_pairwise` says that no three functions reproduce the squared area even if only triangles of nonzero area are tested. `exists_smooth_invariant_not_pairwise` asserts that some energy `V` is smooth (`ContDiff ℝ ∞`), invariant under every `Isometry` of the plane, and not a pair sum.

The unbounded error relies on arbitrarily large triangles. The theorems give no error estimate for a bounded range of distances. For a particular potential, a violation of the equality in `four_triangle_test` excludes a pair sum, whereas agreement at four positions does not prove that the potential is one.

## How the proof runs

`norm_sub_sq_coord` writes a squared distance in coordinates. `heron` substitutes this and leaves a polynomial identity to `ring`. `sqArea_isometry` applies Heron's formula before and after the map and uses the equality of distances. `sqArea_smooth` builds $S$ from the coordinate functions by differences, products and a square.

`four_triangle_test` takes the four equalities of distances as hypotheses, rewrites with them, and lets `ring` compare the two sums.

`pairEnergy_error_unbounded` argues by contradiction with $t=1+|M|$. Inside it, `hd` turns equal squared distances into equal distances, `ha` computes the squared area as $(4tv)^2$, and `hb` extracts the error bound $M$ for each test triangle from the negated claim. The test is then applied to the positions in the table as `key`, `h5` supplies the $288t^4$, and `linarith` combines these with `h1` to `h4` and $M<t\le t^4$.

`sqArea_not_pairwise` is the case $M=0$: an exact representation would have zero error, yet some triangle has a positive one. The final theorem takes `sqArea` as `V` and collects smoothness, invariance and non-additivity.
